# Reversal symmetry gives a nondegenerate superposition of plane waves zero mean momentum

## States, momenta and nondegenerate levels

Let $\iota$ be a finite set labelling plane waves, and let wave $i$ carry a momentum $p_i$ in a real vector space $W$ of any dimension. A state is a list of complex amplitudes $u_i$, and the Hamiltonian is a complex matrix $H_{ij}$.

```lean
import Mathlib

open Matrix

namespace ZoneBoundaryMomentum

noncomputable section

variable {ι W : Type*} [Fintype ι] [AddCommGroup W] [Module ℝ W]
```

The quantity to be computed is

$$P(u)=\sum_i |u_i|^2\,p_i .$$

For a normalised state this is the mean momentum. For any other nonzero state the mean is $P(u)/\sum_i|u_i|^2$, which vanishes exactly when $P(u)$ does, so normalisation need not be assumed.

```lean
/-- The sum of the plane-wave momenta `p i` weighted by `|u i|²`; for a normalised
state `u` this is its mean momentum. -/
def momentum (p : ι → W) (u : ι → ℂ) : W := ∑ i, ‖u i‖ ^ 2 • p i
```

A state $u$ is nondegenerate at energy $E$ if $u\neq0$, $Hu=Eu$, and every solution $v$ of $Hv=Ev$ has the form $v=cu$. For a Hermitian matrix this says that $E$ is a simple eigenvalue. Hermiticity itself is not assumed, so $E$ may be complex here. In the code, `*ᵥ` applies a matrix to a vector.

```lean
/-- The nonzero state `u` has energy `E`, and every solution of the eigenvalue equation
at this energy is a multiple of `u`. -/
def IsNondegenerate (H : Matrix ι ι ℂ) (E : ℂ) (u : ι → ℂ) : Prop :=
  u ≠ 0 ∧ H *ᵥ u = E • u ∧ ∀ v : ι → ℂ, H *ᵥ v = E • v → ∃ c : ℂ, v = c • u
```

The plane waves are reversed by a map $s$ with $s(s(i))=i$ and $p_{s(i)}=-p_i$. In a crystal, in units with $\hbar=1$, the waves have momenta $k+g$, with $g$ a reciprocal lattice vector, and reversal maps this family to itself only if $2k$ is a reciprocal lattice vector. That holds at the zone edge in one dimension and at the corner of a square zone, but not at a general point of a zone face. A finite basis must also be cut off symmetrically.

## Equal weights cancel the momentum

Suppose $|u_{s(i)}|=|u_i|$ for all $i$. Relabelling the sum by $s$ gives

$$P=\sum_i|u_{s(i)}|^2p_{s(i)}=-\sum_i|u_i|^2p_i=-P .$$

Hence $2P=0$ and $P=0$. The relabelling is `Equiv.sum_comp`; the last step divides by two in the real vector space $W$.

```lean
/-- If opposite plane waves have equal weights, the momentum vanishes. -/
theorem momentum_eq_zero_of_balanced {s : ι → ι} (hs : Function.Involutive s)
    {p : ι → W} (hp : ∀ i, p (s i) = -p i) {u : ι → ℂ}
    (hu : ∀ i, ‖u (s i)‖ = ‖u i‖) : momentum p u = 0 := by
  -- relabelling the plane waves by `s` changes the sign of the sum
  have h : momentum p u = -momentum p u := by
    calc momentum p u = ∑ i, ‖u (s i)‖ ^ 2 • p (s i) :=
          (Equiv.sum_comp (hs.toPerm s) (fun i => ‖u i‖ ^ 2 • p i)).symm
      _ = -momentum p u := by
          simp only [hu, hp, smul_neg, Finset.sum_neg_distrib, momentum]
  have h2 : (2 : ℝ) • momentum p u = 0 := by
    rw [two_smul]
    exact add_eq_zero_iff_eq_neg.mpr h
  exact (smul_eq_zero.mp h2).resolve_left two_ne_zero
```

## Inversion symmetry fixes the parity

Let $H_{s(i)s(j)}=H_{ij}$, as for a potential with an inversion centre at the origin. Take row $s(i)$ of $Hu=Eu$ and relabel the summation index:

$$E\,u_{s(i)}=\sum_j H_{s(i)s(j)}u_{s(j)}=\sum_j H_{ij}u_{s(j)} .$$

The reflected state therefore has the same energy (`hrefl`), and nondegeneracy gives $u_{s(i)}=c\,u_i$. Reflecting twice gives $u_i=c^2u_i$. Some amplitude is nonzero, so $c^2=1$ and $c=\pm1$: the state is even or odd.

```lean
/-- For an inversion-symmetric Hamiltonian, a nondegenerate state is either even or odd
under reversal of the plane waves. -/
theorem definite_parity {s : ι → ι} (hs : Function.Involutive s)
    {H : Matrix ι ι ℂ} (hH : ∀ i j, H (s i) (s j) = H i j)
    {E : ℂ} {u : ι → ℂ} (hu : IsNondegenerate H E u) :
    (∀ i, u (s i) = u i) ∨ (∀ i, u (s i) = -u i) := by
  obtain ⟨hne, heig, huniq⟩ := hu
  -- the reflected state solves the same eigenvalue equation
  have hrefl : H *ᵥ (fun i => u (s i)) = E • (fun i => u (s i)) := by
    ext i
    have h := congrFun heig (s i)
    simp only [Matrix.mulVec, dotProduct, Pi.smul_apply, smul_eq_mul] at h ⊢
    rw [← Equiv.sum_comp (hs.toPerm s)] at h
    simpa only [Function.Involutive.coe_toPerm, hH] using h
  obtain ⟨c, hc⟩ := huniq _ hrefl
  have hc' : ∀ i, u (s i) = c * u i := fun i => congrFun hc i
  obtain ⟨k, hk⟩ := Function.ne_iff.mp hne
  have hk' : u k ≠ 0 := hk
  -- reflecting twice gives `c² = 1`
  have hcc : c * c = 1 := by
    have h1 := hc' (s k)
    rw [hs k, hc' k] at h1
    apply mul_right_cancel₀ hk'
    linear_combination -h1
  rcases mul_self_eq_one_iff.mp hcc with h | h
  · left
    intro i
    rw [hc' i, h, one_mul]
  · right
    intro i
    rw [hc' i, h, neg_one_mul]
```

In either case $|u_{s(i)}|=|u_i|$, and the cancellation above applies.

```lean
/-- For an inversion-symmetric Hamiltonian on plane waves with pairwise opposite momenta,
a nondegenerate state has zero mean momentum. -/
theorem momentum_eq_zero_of_inversion {s : ι → ι} (hs : Function.Involutive s)
    {p : ι → W} (hp : ∀ i, p (s i) = -p i)
    {H : Matrix ι ι ℂ} (hH : ∀ i j, H (s i) (s j) = H i j)
    {E : ℂ} {u : ι → ℂ} (hu : IsNondegenerate H E u) : momentum p u = 0 := by
  apply momentum_eq_zero_of_balanced hs hp
  intro i
  rcases definite_parity hs hH hu with h | h
  · rw [h i]
  · rw [h i, norm_neg]
```

## Time reversal suffices for real energies

A real potential has Fourier coefficients with $V(-q)=\overline{V(q)}$. Without an inversion centre this leaves only $H_{s(i)s(j)}=\overline{H_{ij}}$, the time-reversal symmetry of a spinless particle. Row $s(i)$ now reads $\sum_j\overline{H_{ij}}\,u_{s(j)}=E\,u_{s(i)}$, and conjugating it for real $E$ gives

$$\sum_j H_{ij}\,\overline{u_{s(j)}}=E\,\overline{u_{s(i)}} .$$

Thus $\overline{u_{s(i)}}=c\,u_i$ and $|u_{s(i)}|=|c|\,|u_i|$. Applying this twice gives $|u_i|=|c|^2|u_i|$. Where $u_i\neq0$ it follows that $|c|=1$; where $u_i=0$, the opposite amplitude vanishes too. The weights agree in both cases, which is the case split `by_cases hi` in the proof.

It would be wrong to carry $c=\pm1$ over from the previous argument. Because of the conjugation, reversing twice yields $|c|^2=1$, not $c^2=1$, and the state need not be even or odd under $s$, which is inversion about the origin. For two waves of equal kinetic energy with $H_{10}=i$ and $H_{01}=-i$, where $i$ is now the imaginary unit, the normalised eigenvector $(1,i)/\sqrt2$ is neither even nor odd under $s$, yet its weights are equal. (This coupling is a sine potential, whose inversion centres lie away from the origin.)

The code writes conjugation as `star`. The energy is declared real, which is automatic when $H$ is Hermitian.

```lean
/-- If reversing the plane waves conjugates the Hamiltonian, a nondegenerate state of
real energy has zero mean momentum. -/
theorem momentum_eq_zero_of_timeReversal {s : ι → ι} (hs : Function.Involutive s)
    {p : ι → W} (hp : ∀ i, p (s i) = -p i)
    {H : Matrix ι ι ℂ} (hH : ∀ i j, H (s i) (s j) = star (H i j))
    {E : ℝ} {u : ι → ℂ} (hu : IsNondegenerate H (E : ℂ) u) : momentum p u = 0 := by
  obtain ⟨-, heig, huniq⟩ := hu
  have hE : star (E : ℂ) = (E : ℂ) := Complex.conj_ofReal E
  -- the reflected and conjugated state has the same energy
  have hrev : H *ᵥ (fun i => star (u (s i))) = (E : ℂ) • (fun i => star (u (s i))) := by
    ext i
    have h := congrFun heig (s i)
    simp only [Matrix.mulVec, dotProduct, Pi.smul_apply, smul_eq_mul] at h ⊢
    rw [← Equiv.sum_comp (hs.toPerm s)] at h
    have h' := congrArg star h
    simpa only [Function.Involutive.coe_toPerm, hH, star_sum, star_mul', star_star, hE]
      using h'
  obtain ⟨c, hc⟩ := huniq _ hrev
  have hn : ∀ i, ‖u (s i)‖ = ‖c‖ * ‖u i‖ := by
    intro i
    have h : star (u (s i)) = c * u i := congrFun hc i
    rw [← norm_star (u (s i)), h, norm_mul]
  apply momentum_eq_zero_of_balanced hs hp
  intro i
  by_cases hi : ‖u i‖ = 0
  · rw [hn i, hi, mul_zero]
  · -- reversing twice shows that the factor `c` is a pure phase
    have h1 := hn (s i)
    rw [hs i, hn i] at h1
    have h2 : ‖c‖ * ‖c‖ = 1 := by
      apply mul_right_cancel₀ hi
      linear_combination -h1
    have h3 : ‖c‖ = 1 := by nlinarith [norm_nonneg c]
    rw [hn i, h3, one_mul]
```

## The edge of a one-dimensional zone

For reciprocal lattice constant $G$, take the $2N$ waves with momenta

$$p_m=\left(m-N+\tfrac12\right)G,\qquad m=0,\dots,2N-1 .$$

For $N=1$ these are $\mp G/2$, the two waves of the nearly-free-electron gap.

```lean
/-- The momenta `(m - N + 1/2) G`, `m = 0, …, 2N - 1`, of the plane waves coupled at the
zone edge of a one-dimensional crystal with reciprocal lattice constant `G`. -/
def edgeMomentum (N : ℕ) (G : ℝ) (m : Fin (2 * N)) : ℝ := ((m.val : ℝ) - N + 1 / 2) * G
```

With $\hbar$ and the mass equal to one,

$$H_{mn}=\tfrac12p_m^2\,\delta_{mn}+V(m-n),$$

where the integer $m-n$ counts the momentum transfer in units of $G$. The potential is local, and the electron is spinless and non-interacting.

```lean
/-- The plane-wave Hamiltonian at the zone edge, in units with `ħ` and the mass equal to
one: kinetic energy plus the Fourier coefficients `V` of the crystal potential. -/
def edgeHamiltonian (N : ℕ) (G : ℝ) (V : ℤ → ℂ) : Matrix (Fin (2 * N)) (Fin (2 * N)) ℂ :=
  Matrix.of fun m n => (if m = n then ((edgeMomentum N G m ^ 2 / 2 : ℝ) : ℂ) else 0)
    + V ((m.val : ℤ) - (n.val : ℤ))
```

Reversal is $s(m)=2N-1-m$, called `Fin.rev`. Then $p_{s(m)}=\left(N-m-\tfrac12\right)G=-p_m$, the kinetic energy is unchanged, and $s(m)-s(n)=-(m-n)$. The condition $V(-q)=\overline{V(q)}$ therefore gives $H_{s(m)s(n)}=\overline{H_{mn}}$, and the time-reversal theorem applies to every nondegenerate state of real energy, whatever $N$ and the strength of the potential. Without a potential there is no such state, because the waves $m$ and $s(m)$ have equal energy.

```lean
/-- In the model of `2N` plane waves at the edge of a one-dimensional zone, with the Fourier
coefficients of a real potential, a nondegenerate state of real energy has zero mean momentum. No
inversion centre is assumed. -/
theorem edge_momentum_eq_zero (N : ℕ) (G : ℝ) {V : ℤ → ℂ}
    (hV : ∀ q, V (-q) = star (V q)) {E : ℝ} {u : Fin (2 * N) → ℂ}
    (hu : IsNondegenerate (edgeHamiltonian N G V) (E : ℂ) u) :
    momentum (edgeMomentum N G) u = 0 := by
  have hp : ∀ m, edgeMomentum N G (Fin.rev m) = -edgeMomentum N G m := by
    intro m
    have h : (Fin.rev m).val + m.val + 1 = 2 * N := by
      rw [Fin.val_rev]
      omega
    have h' : ((Fin.rev m).val : ℝ) + (m.val : ℝ) + 1 = 2 * (N : ℝ) := by exact_mod_cast h
    unfold edgeMomentum
    linear_combination G * h'
  refine momentum_eq_zero_of_timeReversal Fin.rev_rev hp ?_ hu
  intro m n
  -- reversal changes the sign of the momentum transfer
  have hq : ((Fin.rev m).val : ℤ) - ((Fin.rev n).val : ℤ)
      = -((m.val : ℤ) - (n.val : ℤ)) := by
    rw [Fin.val_rev, Fin.val_rev]
    omega
  simp only [edgeHamiltonian, Matrix.of_apply, Fin.rev_inj, hp, hq, hV, neg_sq, star_add]
  split_ifs <;> simp
```

Now let $k$ move away from the zone edge while the same $2N$ waves are kept, so that every $p_m$ shifts by the same amount and the potential terms stay fixed. By the Hellmann–Feynman theorem the slope $dE/dk$ of a nondegenerate band is then the mean momentum, in the units used here, so the band has zero slope at the zone edge. This step from momentum to slope is not part of the Lean code.

## Four waves at the corner of a square zone

The inversion theorem can be tried on four waves with momenta $(\pm1,\pm1)$, listed around the square.

```lean
/-- The momenta of the four plane waves at the corner of a square Brillouin zone. -/
def cornerMomentum : Fin 4 → Fin 2 → ℝ := ![![1, 1], ![-1, 1], ![-1, -1], ![1, -1]]
```

Each has kinetic energy $1$, and neighbouring corners are coupled with strength $1$.

```lean
/-- Four plane waves of unit kinetic energy, with unit coupling between neighbouring
corners of the square. -/
def cornerHamiltonian : Matrix (Fin 4) (Fin 4) ℂ :=
  !![1, 1, 0, 1; 1, 1, 1, 0; 0, 1, 1, 1; 1, 0, 1, 1]
```

Reversal is $i\mapsto i+2$ modulo $4$. The vector $(1,1,1,1)$, or $\tfrac12(1,1,1,1)$ when normalised, has energy $3$. For any solution $v$ at that energy, the four rows give

$$v_1+v_3=2v_0=2v_2,\qquad v_0+v_2=2v_1=2v_3 ,$$

so all amplitudes are equal and the level is nondegenerate. The proof checks the symmetries entry by entry and obtains the equalities as `e1`, `e2` and `e3`.

```lean
/-- The four corner waves, reversed by `i ↦ i + 2`, have opposite momenta and an
inversion-symmetric Hamiltonian, and their uniform superposition is nondegenerate. -/
theorem momentum_eq_zero_of_inversion_witness :
    Function.Involutive (fun i : Fin 4 => i + 2) ∧
    (∀ i, cornerMomentum (i + 2) = -cornerMomentum i) ∧
    (∀ i j, cornerHamiltonian (i + 2) (j + 2) = cornerHamiltonian i j) ∧
    IsNondegenerate cornerHamiltonian 3 (fun _ => 1) := by
  refine ⟨fun i => by fin_cases i <;> rfl, fun i => ?_, fun i j => ?_, ?_, ?_, ?_⟩
  · fin_cases i <;> simp [cornerMomentum]
  · fin_cases i <;> fin_cases j <;> simp [cornerHamiltonian]
  · intro h
    exact one_ne_zero (congrFun h 0)
  · ext i
    fin_cases i <;>
      simp [cornerHamiltonian, Matrix.mulVec, dotProduct, Fin.sum_univ_four] <;> norm_num
  · intro v hv
    have h0 := congrFun hv 0
    have h1 := congrFun hv 1
    have h2 := congrFun hv 2
    have h3 := congrFun hv 3
    simp [cornerHamiltonian, Matrix.mulVec, dotProduct, Fin.sum_univ_four] at h0 h1 h2 h3
    -- the four equations force all amplitudes to be equal
    have e1 : v 1 = v 0 := by linear_combination h0 / 4 - h1 / 2 - h2 / 4
    have e2 : v 2 = v 0 := by linear_combination h0 / 2 - h2 / 2
    have e3 : v 3 = v 0 := by linear_combination h0 / 4 - h3 / 2 - h2 / 4
    refine ⟨v 0, ?_⟩
    ext i
    fin_cases i <;> simp [e1, e2, e3]
```

## A degenerate level can carry momentum

Without nondegeneracy the conclusion fails. Take two uncoupled waves with momenta $1$ and $-1$ and $H$ the identity matrix. Exchanging them leaves $H$ unchanged, but $(1,0)$ is a normalised eigenvector with $P=1$. The reflected state $(0,1)$ has the same energy and is not a multiple of $(1,0)$, which is where the argument breaks.

```lean
/-- Two uncoupled plane waves of equal energy and momenta `1` and `-1` form an
inversion-symmetric system with an eigenstate of momentum `1`. -/
theorem degenerate_counterexample :
    (∀ i : Fin 2, (![1, -1] : Fin 2 → ℝ) (i + 1) = -(![1, -1] : Fin 2 → ℝ) i) ∧
    (∀ i j : Fin 2, (1 : Matrix (Fin 2) (Fin 2) ℂ) (i + 1) (j + 1)
      = (1 : Matrix (Fin 2) (Fin 2) ℂ) i j) ∧
    (1 : Matrix (Fin 2) (Fin 2) ℂ) *ᵥ ![1, 0] = (1 : ℂ) • ![1, 0] ∧
    momentum (![1, -1] : Fin 2 → ℝ) ![1, 0] = 1 := by
  refine ⟨fun i => ?_, fun i j => ?_, ?_, ?_⟩
  · fin_cases i <;> simp
  · simp only [Matrix.one_apply, add_left_inj]
  · rw [Matrix.one_mulVec, one_smul]
  · simp [momentum, Fin.sum_univ_two]

end

end ZoneBoundaryMomentum
```

```lean
#print axioms ZoneBoundaryMomentum.momentum_eq_zero_of_inversion
-- 'ZoneBoundaryMomentum.momentum_eq_zero_of_inversion' depends on axioms: [propext, Classical.choice, Quot.sound]
#print axioms ZoneBoundaryMomentum.momentum_eq_zero_of_timeReversal
-- 'ZoneBoundaryMomentum.momentum_eq_zero_of_timeReversal' depends on axioms: [propext, Classical.choice, Quot.sound]
#print axioms ZoneBoundaryMomentum.edge_momentum_eq_zero
-- 'ZoneBoundaryMomentum.edge_momentum_eq_zero' depends on axioms: [propext, Classical.choice, Quot.sound]
#print axioms ZoneBoundaryMomentum.degenerate_counterexample
-- 'ZoneBoundaryMomentum.degenerate_counterexample' depends on axioms: [propext, Classical.choice, Quot.sound]
```
